# Number variance of M fermionic modes is at most M²/4, attained for M ≥ 1 by the vacuum plus the filled state

## How large can Var N get?

When I check number fluctuations in states of M fermionic modes, I have no sharp ceiling to compare with. Each occupation has variance at most 1/4, so I first used M/4, but that ignores covariances between modes and flags valid correlated states as errors. The estimate Var N ≤ ⟨N²⟩ ≤ M² is safe but loose. I believe the true bound for a normalised pure state is M²/4, reached by the equal superposition of the vacuum and the completely filled state. Can this be derived from the anticommutation relations alone, with no Fock basis, and checked by machine?

## The bound from the anticommutation relations

It can, with a unit vacuum taken as given for the attainment part. Label the modes i = 0, …, M−1. Let a_i be annihilation operators and c_i their adjoints, with {a_i, a_j} = 0 and {a_i, c_j} = δ_ij. Put n_i = c_i a_i, N = Σ_i n_i, m = M/2, and ⟨A⟩ = Re⟨x, Ax⟩ for an operator A and a vector x.

Each n_i is symmetric, since ⟨c_i a_i x, y⟩ = ⟨a_i x, a_i y⟩ = ⟨x, c_i a_i y⟩, and so N is too. For symmetric A and real t, expanding the square gives

‖(A − t)x‖² = ⟨A²⟩ − 2t⟨A⟩ + t²‖x‖².  (1)

From {a_i, a_i} = 0 we get a_i a_i = 0, hence

n_i² = c_i (a_i c_i + c_i a_i) a_i − c_i c_i a_i a_i = n_i.

In (1) with A = n_i and t = 1/2 the first two terms cancel, so ‖(n_i − 1/2)x‖ = ‖x‖/2. Because N − m = Σ_i (n_i − 1/2), the triangle inequality gives

‖(N − m)x‖ ≤ m‖x‖.  (2)

For ‖x‖ = 1, (1) with A = N and t = m rearranges to

Var N = ⟨N²⟩ − ⟨N⟩² = ‖(N − m)x‖² − (⟨N⟩ − m)² ≤ m² = M²/4.  (3)

Suppose equality holds in (3). By (2) the subtracted square must vanish, so ⟨N⟩ = m, and y = (N − m)x has ‖y‖² = m². Put z = (N − m)y. Then ‖z‖² ≤ m⁴ by (2), and ⟨z, x⟩ = ⟨y, y⟩ = m² by symmetry, so

‖z − m²x‖² = ‖z‖² − 2m⁴ + m⁴ ≤ 0.

Thus (N − m)²x = m²x, that is N²x = M·Nx. Conversely, ⟨N⟩ = M/2 and N²x = M·Nx give Var N = M²/2 − M²/4 = M²/4.

For the extremal state, taking adjoints gives ⟨{c_i, c_j}x, y⟩ = ⟨x, {a_j, a_i}y⟩ = 0, so the c_i anticommute. Then

n_i c_j = c_i (δ_ij − c_j a_i) = δ_ij c_j + c_j n_i,

and summing over i gives N c_j = c_j N + c_j. Let v be a unit vector with a_i v = 0 for all i, so Nv = 0. Each creation operator raises the eigenvalue by one, and F = c_0 c_1 ⋯ c_{M−1} v obeys NF = MF. If a vector w has a_j w = 0, then ‖c_j w‖² = ⟨w, a_j c_j w⟩ = ⟨w, (1 − c_j a_j)w⟩ = ‖w‖². If i ≠ j and a_i w = 0, then a_i c_j w = −c_j a_i w = 0, so unfilled modes stay empty. Induction gives ‖F‖ = 1. Finally 0 = ⟨Nv, F⟩ = ⟨v, NF⟩ = M⟨v, F⟩, so v ⊥ F when M ≥ 1. For ψ = (v + F)/√2,

‖ψ‖² = (1 + 1)/2 = 1,  Nψ = MF/√2,  ⟨N⟩ = (M/2)⟨v + F, F⟩ = M/2,  N²ψ = M²F/√2 = M·Nψ,

which is the equality condition.

```lean
import Mathlib

open scoped InnerProductSpace
open Matrix

namespace FermionNumberFluctuation

noncomputable section

variable {V : Type*} [NormedAddCommGroup V] [InnerProductSpace ℂ V] {M : ℕ}
  {a c : Fin M → Module.End ℂ V}

/-- `M` fermionic modes: `c i` is adjoint to `a i`, `{a_i, a_j} = 0`, `{a_i, c_j} = δ_ij`. -/
structure IsCAR (a c : Fin M → Module.End ℂ V) : Prop where
  adj : ∀ i x y, ⟪c i x, y⟫_ℂ = ⟪x, a i y⟫_ℂ
  aa : ∀ i j, a i * a j + a j * a i = 0
  ac : ∀ i j, a i * c j + c j * a i = if i = j then 1 else 0

/-- The number operator `N = ∑ c_i a_i`. -/
def number (a c : Fin M → Module.End ℂ V) : Module.End ℂ V := ∑ i, c i * a i

/-- The expectation value `Re ⟨x, A x⟩`. -/
def mean (A : Module.End ℂ V) (x : V) : ℝ := (⟪x, A x⟫_ℂ).re

/-- The variance `⟨A²⟩ - ⟨A⟩²`. -/
def variance (A : Module.End ℂ V) (x : V) : ℝ := mean (A * A) x - mean A x ^ 2

/-- The vector `c_{l₁} c_{l₂} ⋯ v` for a list `l` of modes. -/
def occupied (c : Fin M → Module.End ℂ V) (l : List (Fin M)) (v : V) : V := (l.map c).prod v

/-- The vector `(v + c_0 ⋯ c_{M-1} v) / √2`. -/
def catState (c : Fin M → Module.End ℂ V) (v : V) : V :=
  ((1 / √2 : ℝ) : ℂ) • (v + occupied c (List.finRange M) v)

/-- Creation operators anticommute. -/
theorem IsCAR.cc (h : IsCAR a c) (i j : Fin M) : c i * c j + c j * c i = 0 := by
  refine LinearMap.ext fun x => ext_inner_right ℂ fun y => ?_
  have h0 : a j (a i y) + a i (a j y) = 0 := LinearMap.congr_fun (h.aa j i) y
  simp only [LinearMap.add_apply, Module.End.mul_apply, inner_add_left, h.adj,
    LinearMap.zero_apply, inner_zero_left]
  rw [← inner_add_right, h0, inner_zero_right]

/-- Each occupation operator `c_i a_i` and the number operator are symmetric. -/
theorem IsCAR.symm (h : IsCAR a c) :
    (∀ i, (c i * a i).IsSymmetric) ∧ (number a c).IsSymmetric := by
  have hi : ∀ i, (c i * a i).IsSymmetric := fun i x y => by
    simp only [Module.End.mul_apply]
    rw [h.adj, ← inner_conj_symm x, h.adj, inner_conj_symm]
  refine ⟨hi, fun x y => ?_⟩
  simp only [number, LinearMap.sum_apply, sum_inner, inner_sum]
  exact Finset.sum_congr rfl fun i _ => hi i x y

/-- For symmetric `A` and real `t`, `‖(A - t) x‖² = ⟨A²⟩ - 2t⟨A⟩ + t²‖x‖²`. -/
theorem norm_shift_sq {A : Module.End ℂ V} (hA : A.IsSymmetric) (t : ℝ) (x : V) :
    ‖A x - (t : ℂ) • x‖ ^ 2 = mean (A * A) x - 2 * t * mean A x + t ^ 2 * ‖x‖ ^ 2 := by
  have h1 : mean (A * A) x = ‖A x‖ ^ 2 := by
    unfold mean
    rw [Module.End.mul_apply, ← hA x (A x)]
    exact inner_self_eq_norm_sq (𝕜 := ℂ) _
  have h2 : RCLike.re ⟪A x, (t : ℂ) • x⟫_ℂ = t * mean A x := by
    rw [inner_smul_right, hA x x]; simp [mean]
  rw [norm_sub_sq (𝕜 := ℂ), h2, h1, norm_smul, mul_pow, Complex.norm_real, Real.norm_eq_abs,
    sq_abs]
  ring

/-- `‖(N - M/2) x‖ ≤ (M/2) ‖x‖` for every vector `x`. -/
theorem IsCAR.norm_centred_le (h : IsCAR a c) (x : V) :
    ‖number a c x - (((M : ℝ) / 2 : ℝ) : ℂ) • x‖ ≤ (M : ℝ) / 2 * ‖x‖ := by
  -- each n_i is a projection, so ‖(n_i - 1/2) x‖ = ‖x‖/2
  have hi : ∀ i, ‖(c i * a i) x - ((1 / 2 : ℝ) : ℂ) • x‖ = ‖x‖ / 2 := fun i => by
    have h2 : (2 : ℂ) • (a i * a i) = 0 := by rw [two_smul]; exact h.aa i i
    have haa : a i * a i = 0 := (smul_eq_zero.1 h2).resolve_left two_ne_zero
    have hP : c i * a i * (c i * a i) = c i * a i :=
      calc c i * a i * (c i * a i)
          = c i * (a i * c i + c i * a i) * a i - c i * c i * (a i * a i) := by noncomm_ring
        _ = c i * a i := by rw [h.ac, if_pos rfl, haa]; simp
    rw [← sq_eq_sq₀ (norm_nonneg _) (by positivity), norm_shift_sq (h.symm.1 i), hP]
    ring
  have hs : number a c x - (((M : ℝ) / 2 : ℝ) : ℂ) • x
      = ∑ i, ((c i * a i) x - ((1 / 2 : ℝ) : ℂ) • x) := by
    have e : (((M : ℝ) / 2 : ℝ) : ℂ) = (M : ℂ) * ((1 / 2 : ℝ) : ℂ) := by push_cast; ring
    rw [Finset.sum_sub_distrib, Finset.sum_const, Finset.card_univ, Fintype.card_fin,
      ← Nat.cast_smul_eq_nsmul ℂ, smul_smul, number, LinearMap.sum_apply, e]
  rw [hs]
  refine (norm_sum_le _ _).trans (le_of_eq ?_)
  simp only [hi, Finset.sum_const, Finset.card_univ, Fintype.card_fin, nsmul_eq_mul]
  ring

/-- Every unit vector has number variance at most `M²/4`. -/
theorem IsCAR.variance_le (h : IsCAR a c) {x : V} (hx : ‖x‖ = 1) :
    variance (number a c) x ≤ (M : ℝ) ^ 2 / 4 := by
  have h1 := norm_shift_sq h.symm.2 ((M : ℝ) / 2) x
  have h2 := pow_le_pow_left₀ (norm_nonneg _) (h.norm_centred_le x) 2
  rw [h1, hx] at h2
  unfold variance
  nlinarith [sq_nonneg (mean (number a c) x - M / 2)]

/-- A unit vector has number variance `M²/4` iff `⟨N⟩ = M/2` and `N² x = M N x`. -/
theorem IsCAR.variance_eq_iff (h : IsCAR a c) {x : V} (hx : ‖x‖ = 1) :
    variance (number a c) x = (M : ℝ) ^ 2 / 4 ↔
      mean (number a c) x = (M : ℝ) / 2 ∧
        number a c (number a c x) = (M : ℂ) • number a c x := by
  unfold variance
  constructor
  · intro hv
    have h1 := norm_shift_sq h.symm.2 ((M : ℝ) / 2) x
    have h2 := pow_le_pow_left₀ (norm_nonneg _) (h.norm_centred_le x) 2
    rw [h1, hx] at h2
    have h3 : (mean (number a c) x - M / 2) ^ 2 = 0 :=
      le_antisymm (by nlinarith) (sq_nonneg _)
    have hm : mean (number a c) x = (M : ℝ) / 2 := by
      have := pow_eq_zero_iff (two_ne_zero) |>.1 h3
      linarith
    refine ⟨hm, ?_⟩
    -- with y = (N - m) x and z = (N - m) y, saturation forces z = m² x
    obtain ⟨y, hy⟩ : ∃ y, y = number a c x - (((M : ℝ) / 2 : ℝ) : ℂ) • x := ⟨_, rfl⟩
    obtain ⟨z, hz⟩ : ∃ z, z = number a c y - (((M : ℝ) / 2 : ℝ) : ℂ) • y := ⟨_, rfl⟩
    have ny : ‖y‖ ^ 2 = (M : ℝ) ^ 2 / 4 := by
      rw [hm] at hv
      rw [hy, h1, hx, hm]; linarith
    have nz := pow_le_pow_left₀ (norm_nonneg _) (h.norm_centred_le y) 2
    rw [← hz, mul_pow, ny] at nz
    have e0 : ⟪y, y⟫_ℂ = ⟪y, number a c x⟫_ℂ - (((M : ℝ) / 2 : ℝ) : ℂ) * ⟪y, x⟫_ℂ := by
      rw [← inner_smul_right, ← inner_sub_right, ← hy]
    have e1 : ⟪z, x⟫_ℂ = ⟪y, y⟫_ℂ := by
      rw [e0, hz, inner_sub_left, h.symm.2 y x, inner_smul_left, Complex.conj_ofReal]
    have e2 : (⟪y, y⟫_ℂ).re = ‖y‖ ^ 2 := inner_self_eq_norm_sq (𝕜 := ℂ) y
    have e3 : RCLike.re ⟪z, (((M : ℝ) ^ 2 / 4 : ℝ) : ℂ) • x⟫_ℂ
        = (M : ℝ) ^ 2 / 4 * ((M : ℝ) ^ 2 / 4) := by
      rw [inner_smul_right, e1, RCLike.re_to_complex, Complex.re_ofReal_mul, e2, ny]
    have e4 : ‖z - (((M : ℝ) ^ 2 / 4 : ℝ) : ℂ) • x‖ ^ 2 = 0 := by
      refine le_antisymm ?_ (sq_nonneg _)
      rw [norm_sub_sq (𝕜 := ℂ), e3, norm_smul, mul_pow, Complex.norm_real, Real.norm_eq_abs,
        sq_abs, hx]
      nlinarith
    have e5 := norm_eq_zero.1 (pow_eq_zero_iff two_ne_zero |>.1 e4)
    rw [hz, hy, map_sub, map_smul] at e5
    push_cast at e5
    linear_combination (norm := module) e5
  · rintro ⟨hm, hN⟩
    have : mean (number a c * number a c) x = M * mean (number a c) x := by
      simp [mean, hN]
    rw [this, hm]; ring

/-- On a vacuum `v`, `N c_{l₁} c_{l₂} ⋯ v` is the length of `l` times `c_{l₁} c_{l₂} ⋯ v`. -/
theorem IsCAR.number_occupied (h : IsCAR a c) {v : V} (hv : ∀ i, a i v = 0)
    (l : List (Fin M)) :
    number a c (occupied c l v) = (l.length : ℂ) • occupied c l v := by
  -- the commutator [N, c_j] = c_j
  have hc : ∀ j, number a c * c j = c j * number a c + c j := fun j => by
    have hi : ∀ i, c i * a i * c j = c j * (c i * a i) + if i = j then c j else 0 := by
      intro i
      calc c i * a i * c j = c i * (a i * c j + c j * a i) - (c i * c j + c j * c i) * a i
            + c j * (c i * a i) := by noncomm_ring
        _ = _ := by
          rw [h.ac, h.cc]
          split_ifs with hij
          · subst hij; noncomm_ring
          · noncomm_ring
    simp [number, Finset.sum_mul, Finset.mul_sum, hi, Finset.sum_add_distrib]
  induction l with
  | nil => simp [occupied, number, LinearMap.sum_apply, hv]
  | cons j l ih =>
    have e : occupied c (j :: l) v = c j (occupied c l v) := by simp [occupied]
    have e2 : number a c (c j (occupied c l v))
        = c j (number a c (occupied c l v)) + c j (occupied c l v) :=
      LinearMap.congr_fun (hc j) _
    rw [e, e2, ih, map_smul, List.length_cons, Nat.cast_succ, add_smul, one_smul]

/-- Filling distinct modes of a vacuum `v` keeps the norm, and the result is killed by
`a_i` for every mode `i` not filled. -/
theorem IsCAR.norm_occupied (h : IsCAR a c) {v : V} (hv : ∀ i, a i v = 0)
    {l : List (Fin M)} (hl : l.Nodup) :
    ‖occupied c l v‖ = ‖v‖ ∧ ∀ i ∉ l, a i (occupied c l v) = 0 := by
  induction l with
  | nil => simp [occupied, hv]
  | cons j l ih =>
    obtain ⟨hj, hl'⟩ := List.nodup_cons.1 hl
    obtain ⟨ih1, ih2⟩ := ih hl'
    have e : occupied c (j :: l) v = c j (occupied c l v) := by simp [occupied]
    rw [e]
    constructor
    · have e1 := LinearMap.congr_fun (h.ac j j) (occupied c l v)
      have e2 : a j (c j (occupied c l v)) = occupied c l v := by simpa [ih2 j hj] using e1
      rw [← ih1, ← sq_eq_sq₀ (norm_nonneg _) (norm_nonneg _),
        ← inner_self_eq_norm_sq (𝕜 := ℂ), ← inner_self_eq_norm_sq (𝕜 := ℂ), h.adj, e2]
    · intro i hi
      rw [List.mem_cons, not_or] at hi
      have e1 := LinearMap.congr_fun (h.ac i j) (occupied c l v)
      simpa [ih2 i hi.2, hi.1] using e1

/-- For `M ≥ 1` and a unit vacuum `v`, the vector `(v + c_0 ⋯ c_{M-1} v)/√2` is normalised, with
mean number `M/2` and number variance `M²/4`. -/
theorem IsCAR.catState_attains (h : IsCAR a c) (hM : 1 ≤ M) {v : V} (hv : ∀ i, a i v = 0)
    (hn : ‖v‖ = 1) :
    ‖catState c v‖ = 1 ∧ mean (number a c) (catState c v) = (M : ℝ) / 2 ∧
      variance (number a c) (catState c v) = (M : ℝ) ^ 2 / 4 := by
  have hF := (h.norm_occupied hv (List.nodup_finRange M)).1
  have hN := h.number_occupied hv (List.finRange M)
  have h0 : number a c v = 0 := by simp [number, LinearMap.sum_apply, hv]
  have hs : (1 / √2 : ℝ) ^ 2 = 1 / 2 := by
    rw [div_pow, Real.sq_sqrt (by norm_num), one_pow]
  unfold catState
  generalize occupied c (List.finRange M) v = F at hF hN ⊢
  generalize (1 / √2 : ℝ) = s at hs ⊢
  rw [List.length_finRange] at hN
  rw [hn] at hF
  -- vacuum and filled state are orthogonal
  have ho : ⟪v, F⟫_ℂ = 0 := by
    have e := h.symm.2 v F
    rw [h0, hN, inner_zero_left, inner_smul_right] at e
    exact (mul_eq_zero.1 e.symm).resolve_left (Nat.cast_ne_zero.2 (by omega))
  have hFF : ⟪F, F⟫_ℂ = 1 := by rw [inner_self_eq_norm_sq_to_K, hF]; simp
  have hnorm : ‖(s : ℂ) • (v + F)‖ = 1 := by
    refine (pow_eq_one_iff_of_nonneg (norm_nonneg _) two_ne_zero).1 ?_
    rw [norm_smul, mul_pow, Complex.norm_real, Real.norm_eq_abs, sq_abs, hs,
      norm_add_sq (𝕜 := ℂ), ho, hn, hF, map_zero]
    norm_num
  have hNx : number a c ((s : ℂ) • (v + F)) = (s : ℂ) • (M : ℂ) • F := by
    rw [map_smul, map_add, h0, hN, zero_add]
  have hm : mean (number a c) ((s : ℂ) • (v + F)) = (M : ℝ) / 2 := by
    unfold mean
    rw [hNx, inner_smul_left, inner_smul_right, inner_smul_right, inner_add_left, ho, hFF,
      Complex.conj_ofReal, Complex.re_ofReal_mul, Complex.re_ofReal_mul, zero_add, mul_one,
      Complex.natCast_re]
    linear_combination (M : ℝ) * hs
  refine ⟨hnorm, hm, (h.variance_eq_iff hnorm).2 ⟨hm, ?_⟩⟩
  rw [hNx, map_smul, map_smul, hN]
  module

/-- A `4 × 4` matrix acting on `ℂ⁴`. -/
def matOp (A : Matrix (Fin 4) (Fin 4) ℂ) : Module.End ℂ (EuclideanSpace ℂ (Fin 4)) where
  toFun x := WithLp.toLp 2 (A *ᵥ x.ofLp)
  map_add' x y := by simp [Matrix.mulVec_add]
  map_smul' r x := by simp [Matrix.mulVec_smul]

/-- Jordan-Wigner annihilation matrices of two modes. -/
def jw : Fin 2 → Matrix (Fin 4) (Fin 4) ℂ :=
  ![!![0, 1, 0, 0; 0, 0, 0, 0; 0, 0, 0, 1; 0, 0, 0, 0],
    !![0, 0, 1, 0; 0, 0, 0, -1; 0, 0, 0, 0; 0, 0, 0, 0]]

/-- The two-mode Jordan-Wigner matrices and their transposes obey the CAR on `ℂ⁴`, with the
first basis vector as unit vacuum. -/
theorem car_witness :
    IsCAR (fun i => matOp (jw i)) (fun i => matOp (jw i)ᵀ) ∧
      (∀ i, matOp (jw i) !₂[1, 0, 0, 0] = 0) ∧
      ‖(!₂[1, 0, 0, 0] : EuclideanSpace ℂ (Fin 4))‖ = 1 := by
  refine ⟨⟨fun i x y => ?_, fun i j => ?_, fun i j => ?_⟩, fun i => ?_, ?_⟩
  · fin_cases i <;>
      simp [matOp, jw, PiLp.inner_apply, Matrix.mulVec, dotProduct, Fin.sum_univ_four]
  · refine LinearMap.ext fun x => ?_
    ext k
    fin_cases i <;> fin_cases j <;> fin_cases k <;>
      simp [matOp, jw, dotProduct, Fin.sum_univ_four]
  · refine LinearMap.ext fun x => ?_
    ext k
    fin_cases i <;> fin_cases j <;> fin_cases k <;>
      simp [matOp, jw, Matrix.mulVec, dotProduct, Fin.sum_univ_four]
  · ext k
    fin_cases i <;> fin_cases k <;>
      simp [matOp, jw, dotProduct, Fin.sum_univ_four]
  · simp [EuclideanSpace.norm_eq, Fin.sum_univ_four]

end

end FermionNumberFluctuation
```

```lean
#print axioms FermionNumberFluctuation.IsCAR.variance_le
-- 'FermionNumberFluctuation.IsCAR.variance_le' depends on axioms: [propext, Classical.choice, Quot.sound]
#print axioms FermionNumberFluctuation.IsCAR.catState_attains
-- 'FermionNumberFluctuation.IsCAR.catState_attains' depends on axioms: [propext, Classical.choice, Quot.sound]
```

## Modes, states and hypotheses in Lean

`V` is any complex inner product space; neither finite dimension nor completeness is assumed. Mathlib's inner product is conjugate-linear in the first slot, as in Dirac notation. The operators `a i` and `c i` are linear maps defined on all of `V`, and their product is composition. `Fin M` runs from 0 to M−1, so the docstrings' c_0 ⋯ c_{M−1} v is the F above. `IsCAR` postulates three things: `adj` says that creation is adjoint to annihilation, and `aa` and `ac` encode Fermi statistics for orthonormal one-particle modes. The relation {c_i, c_j} = 0 is the theorem `IsCAR.cc`.

`mean` is not divided by ‖x‖², so it is an expectation value only for unit vectors, which is the role of `hx : ‖x‖ = 1`. In `occupied c l v` the last entry of the list acts first; `List.finRange M` lists all modes in increasing order, and `catState c v` is ψ.

`IsCAR.variance_le` is (3) for every unit vector and every M. `IsCAR.variance_eq_iff` says that the variance equals M²/4 exactly when ⟨N⟩ = M/2 and N²x = M·Nx. `IsCAR.catState_attains` gives norm 1, mean M/2 and variance M²/4 from `hM : 1 ≤ M`, `hv : ∀ i, a i v = 0` and `hn : ‖v‖ = 1`. The vector v stands for the state with every mode empty; it is supplied as a hypothesis, not constructed, and need not be unique. `car_witness` supplies one for M = 2: two real Jordan–Wigner matrices on ℂ⁴ and their transposes satisfy `IsCAR`, with the first basis vector as unit vacuum.

Density operators and infinitely many modes are not treated, and no Hamiltonian appears. Superselection rules are not imposed either: for M ≥ 1, ψ mixes the particle numbers 0 and M, and for odd M also the two fermion parities, so where such a rule forbids the superposition, attainment by ψ is a statement about vectors only. The bound serves as a consistency check on values of Var N computed for number-nonconserving pure normalised states over finitely many orthonormal spin orbitals. For BCS wavefunctions it is a weak check: the M/2 pairs of modes are filled independently, each holding 0 or 2 particles with variance at most 1, so there Var N ≤ M/2.

One slip deserves a warning: stating attainment by ψ for all M. At M = 0 the empty product is the identity, F = v, and ψ = √2·v has norm √2, so the normalisation claim is false. The bound and the equality criterion survive there, with N = 0 and both sides zero.

## How the tactics follow the derivation

`IsCAR.symm` moves operators across the inner product with `h.adj` and sums over modes. `norm_shift_sq` is (1): `h1` identifies ⟨A²⟩ with ‖Ax‖², `h2` evaluates the cross term, and `norm_sub_sq` expands the square. In `IsCAR.norm_centred_le`, `haa` is a_i a_i = 0, `hP` is idempotence with the regrouping verified by `noncomm_ring`, `hs` splits N − m into the sum, and `norm_sum_le` is the triangle inequality. `IsCAR.variance_le` squares (2), inserts (1), and gives `nlinarith` the nonnegative square (⟨N⟩ − m)², which is (3).

In `IsCAR.variance_eq_iff`, `h3` forces that square to zero, `ny` and `nz` are ‖y‖² = m² and ‖z‖² ≤ m⁴, `e1` is ⟨z, x⟩ = ⟨y, y⟩, and `e4` is ‖z − m²x‖² = 0. The closing `linear_combination (norm := module) e5` expands (N − m)²x = m²x into N²x = M·Nx.

`IsCAR.number_occupied` proves the commutator as `hc` and inducts on the list. `IsCAR.norm_occupied` needs `l.Nodup`, distinct modes, and carries both facts through one induction, because the norm step for mode j uses that `a j` kills the vector built so far. `IsCAR.catState_attains` replaces the filled vector by `F` and 1/√2 by `s` with s² = 1/2. Orthogonality is `ho`, the only step that uses `hM`. After `hnorm`, `hNx` and `hm`, the variance comes from the converse direction of `IsCAR.variance_eq_iff`. `car_witness` checks each relation component by component with `fin_cases` and `simp`.
